# No five axes fix every inertia tensor through their axial moments, but six suitable axes do

Vectors and tensors are given by real components in a fixed Cartesian frame, with indices 0, 1, 2 as in Lean. All moments refer to axes through the origin of that frame, which need not be the centre of mass. The axial moment of a tensor $A$ along a direction $n$ is the number $n\cdot An$. If $n$ is a unit vector and $A$ an inertia tensor, this is the usual moment of inertia about the axis along $n$; for other lengths it is multiplied by $|n|^2$.

```lean
import Mathlib

open Matrix

namespace AxialMoments

noncomputable section
```

The file loads the mathematical library Mathlib, makes its matrix notation available, and opens a namespace for the names that follow.

## Tensors, masses and axes

```lean
/-- The axial moment `n · A n` of a tensor `A` along the direction `n`. -/
def axialMoment (A : Matrix (Fin 3) (Fin 3) ℝ) (n : Fin 3 → ℝ) : ℝ := n ⬝ᵥ A *ᵥ n
```

A vector is a function `Fin 3 → ℝ`, which assigns a real number to each of the indices 0, 1, 2. The symbol `*ᵥ` applies a matrix to a vector and `⬝ᵥ` is the dot product, so the definition reads $n\cdot(An)$. Nothing requires $A$ to be symmetric or $n$ to have unit length.

```lean
/-- The inertia tensor about the origin of a unit point mass at `r`. -/
def pointInertia (r : Fin 3 → ℝ) : Matrix (Fin 3) (Fin 3) ℝ :=
  !![r 1 ^ 2 + r 2 ^ 2, -(r 0 * r 1), -(r 0 * r 2);
     -(r 0 * r 1), r 0 ^ 2 + r 2 ^ 2, -(r 1 * r 2);
     -(r 0 * r 2), -(r 1 * r 2), r 0 ^ 2 + r 1 ^ 2]
```

This is the familiar matrix $|r|^2\,\mathbb 1 - r r^T$ for a unit mass at $r$, with its entries written out. The off-diagonal entries carry the minus sign.

```lean
/-- The inertia tensor about the origin of point masses `m a` at positions `r a`. -/
def inertiaTensor {N : ℕ} (m : Fin N → ℝ) (r : Fin N → Fin 3 → ℝ) :
    Matrix (Fin 3) (Fin 3) ℝ := ∑ a, m a • pointInertia (r a)
```

For $N$ point masses $m_a$ at positions $r_a$, the inertia tensor is the mass-weighted sum. The type allows masses of any sign; positivity is stated as a hypothesis where it is needed.

```lean
/-- For a unit vector `n`, the squared distance of the point `r` from the axis through the
origin along `n`. -/
def armSq (r n : Fin 3 → ℝ) : ℝ := (r ⬝ᵥ r) * (n ⬝ᵥ n) - (r ⬝ᵥ n) ^ 2
```

The quantity $(r\cdot r)(n\cdot n)-(r\cdot n)^2$ is, for unit $n$, the squared distance of $r$ from the axis, by Pythagoras.

```lean
/-- Six sites: the ends of the basis vectors `e_i` and of the sums `e_i + e_j`, `i < j`. -/
def site : Fin 6 → Fin 3 → ℝ :=
  ![![1, 0, 0], ![0, 1, 0], ![0, 0, 1], ![1, 1, 0], ![1, 0, 1], ![0, 1, 1]]
```

The sites, numbered 0 to 5, are $e_0,\ e_1,\ e_2,\ e_0+e_1,\ e_0+e_2,\ e_1+e_2$, where $e_i$ are the basis vectors. Bodies that differ only in the masses on these sites will supply the indistinguishable tensors.

```lean
/-- The coordinate axis `e_i`. -/
def axis (i : Fin 3) : Fin 3 → ℝ := fun k => if k = i then 1 else 0
```

This is $e_i$ as a direction: component $k$ is 1 if $k=i$ and 0 otherwise.

```lean
/-- The direction `(e_i + e_j) / √2`. -/
def diagonalAxis (i j : Fin 3) : Fin 3 → ℝ := fun k => (axis i k + axis j k) / √2
```

For $i\ne j$ this is the unit vector halfway between two coordinate axes.

## The moment as a sum of squared lever arms

```lean
/-- The axial moment written out in the components of the tensor and of the direction. -/
theorem axialMoment_eq (A : Matrix (Fin 3) (Fin 3) ℝ) (n : Fin 3 → ℝ) :
    axialMoment A n =
      A 0 0 * (n 0 * n 0) + A 0 1 * (n 0 * n 1) + A 0 2 * (n 0 * n 2) +
      A 1 0 * (n 1 * n 0) + A 1 1 * (n 1 * n 1) + A 1 2 * (n 1 * n 2) +
      A 2 0 * (n 2 * n 0) + A 2 1 * (n 2 * n 1) + A 2 2 * (n 2 * n 2) := by
  simp only [axialMoment, Matrix.mulVec, dotProduct, Fin.sum_univ_three]
  ring
```

The double sum $\sum_{ij}A_{ij}n_in_j$ is written out in nine terms. The proof unfolds the definitions, and `ring` does the algebra.

```lean
/-- The axial moment of a set of point masses along `n` is the sum of mass times `armSq`, which is
the squared lever arm when `n` is a unit vector. -/
theorem axialMoment_inertiaTensor {N : ℕ} (m : Fin N → ℝ) (r : Fin N → Fin 3 → ℝ)
    (n : Fin 3 → ℝ) :
    axialMoment (inertiaTensor m r) n = ∑ a, m a * armSq (r a) n := by
  rw [axialMoment_eq]
  simp only [inertiaTensor, Matrix.sum_apply, Matrix.smul_apply, smul_eq_mul,
    Finset.sum_mul, ← Finset.sum_add_distrib]
  refine Finset.sum_congr rfl fun a _ => ?_
  simp [pointInertia, armSq, dotProduct, Fin.sum_univ_three]
  ring
```

By hand, $n\cdot(|r|^2\mathbb 1-rr^T)n=|r|^2|n|^2-(r\cdot n)^2$ for one unit mass. Multiplying by $m_a$ and summing gives
$$n\cdot I n=\sum_a m_a\left[|r_a|^2|n|^2-(r_a\cdot n)^2\right],$$
where $I$ is the inertia tensor. The proof moves the sum over masses to the outside, and `Finset.sum_congr` then reduces the claim to a single mass. For fixed positions and direction, the moment is linear in the masses, and the main argument rests on this.

```lean
/-- The inertia tensor of point masses is symmetric. -/
theorem inertiaTensor_isSymm {N : ℕ} (m : Fin N → ℝ) (r : Fin N → Fin 3 → ℝ) :
    (inertiaTensor m r).IsSymm := by
  have hp : ∀ (v : Fin 3 → ℝ) (i j : Fin 3), pointInertia v j i = pointInertia v i j := by
    intro v i j
    fin_cases i <;> fin_cases j <;> simp [pointInertia]
  refine Matrix.IsSymm.ext fun i j => ?_
  simp only [inertiaTensor, Matrix.sum_apply, Matrix.smul_apply, smul_eq_mul]
  exact Finset.sum_congr rfl fun a _ => congrArg (m a * ·) (hp (r a) i j)
```

Each one-particle matrix is symmetric, which `fin_cases` checks entry by entry, and a weighted sum of symmetric matrices is symmetric.

## Positive masses on the six sites

```lean
/-- Positive masses on the six sites have a positive moment about every axis through the
origin. -/
theorem axialMoment_site_pos (m : Fin 6 → ℝ) (hm : ∀ a, 0 < m a) (x : Fin 3 → ℝ)
    (hx : x ≠ 0) : 0 < axialMoment (inertiaTensor m site) x := by
  rw [axialMoment_inertiaTensor]
  have hn : ∀ a, 0 ≤ m a * armSq (site a) x := by
    intro a
    refine mul_nonneg (hm a).le ?_
    simp only [armSq, dotProduct, Fin.sum_univ_three]
    nlinarith [sq_nonneg (site a 0 * x 1 - site a 1 * x 0),
      sq_nonneg (site a 0 * x 2 - site a 2 * x 0),
      sq_nonneg (site a 1 * x 2 - site a 2 * x 1)]
  by_contra h
  -- a vanishing total moment forces every lever arm to vanish
  have hz := (Finset.sum_eq_zero_iff_of_nonneg (fun a _ => hn a)).1
    (le_antisymm (not_lt.1 h) (Finset.sum_nonneg fun a _ => hn a))
  have h0 := (mul_eq_zero.1 (hz 0 (Finset.mem_univ _))).resolve_left (hm 0).ne'
  have h1 := (mul_eq_zero.1 (hz 1 (Finset.mem_univ _))).resolve_left (hm 1).ne'
  have e0 : armSq (site 0) x = x 1 ^ 2 + x 2 ^ 2 := by
    simp [armSq, site, dotProduct, Fin.sum_univ_three]
    ring
  have e1 : armSq (site 1) x = x 0 ^ 2 + x 2 ^ 2 := by
    simp [armSq, site, dotProduct, Fin.sum_univ_three]
    ring
  rw [e0] at h0
  rw [e1] at h1
  have g0 : x 0 = 0 := (pow_eq_zero_iff two_ne_zero).1
    (by linarith [sq_nonneg (x 0), sq_nonneg (x 2)])
  have g1 : x 1 = 0 := (pow_eq_zero_iff two_ne_zero).1
    (by linarith [sq_nonneg (x 1), sq_nonneg (x 2)])
  have g2 : x 2 = 0 := (pow_eq_zero_iff two_ne_zero).1
    (by linarith [sq_nonneg (x 1), sq_nonneg (x 2)])
  apply hx
  funext i
  fin_cases i
  exacts [g0, g1, g2]
```

The claim is that $x\cdot Ix>0$ for every $x\neq0$. Each lever-arm term is a sum of squares,
$$|r|^2|x|^2-(r\cdot x)^2=(r_0x_1-r_1x_0)^2+(r_0x_2-r_2x_0)^2+(r_1x_2-r_2x_1)^2,$$
so the total moment is non-negative. The three squares are what `nlinarith` receives as hints.

Suppose the total were not positive. Then it would be zero, and so would every term. Since the masses are positive, sites 0 and 1 give
$$x_1^2+x_2^2=0,\qquad x_0^2+x_2^2=0.$$
Hence $x=0$, contrary to the assumption. In physical terms, a body has zero moment about an axis only if all its mass lies on that axis, and no line through the origin contains both $e_0$ and $e_1$.

```lean
/-- The inertia tensor of a body on the six sites determines its six masses. -/
theorem masses_eq_of_inertiaTensor_eq (m m' : Fin 6 → ℝ)
    (h : inertiaTensor m site = inertiaTensor m' site) : m = m' := by
  have e := fun i j => congrFun (congrFun h i) j
  have h01 := e 0 1
  have h02 := e 0 2
  have h12 := e 1 2
  have h00 := e 0 0
  have h11 := e 1 1
  have h22 := e 2 2
  simp [inertiaTensor, Fin.sum_univ_six, pointInertia, site] at h01 h02 h12 h00 h11 h22
  funext a
  fin_cases a
  · change m 0 = m' 0
    linarith
  · change m 1 = m' 1
    linarith
  · change m 2 = m' 2
    linarith
  · change m 3 = m' 3
    linarith
  · change m 4 = m' 4
    linarith
  · change m 5 = m' 5
    linarith
```

The tensor can be solved for the masses. Only site 3 has a nonzero product of its components 0 and 1, and similarly for sites 4 and 5, so
$$I_{01}=-m_3,\qquad I_{02}=-m_4,\qquad I_{12}=-m_5.$$
The diagonal entries are
$$\begin{aligned}
I_{00}&=m_1+m_2+m_3+m_4+2m_5,\\
I_{11}&=m_0+m_2+m_3+2m_4+m_5,\\
I_{22}&=m_0+m_1+2m_3+m_4+m_5.
\end{aligned}$$
Once $m_3,m_4,m_5$ are known, these give the three pair sums $m_1+m_2$, $m_0+m_2$ and $m_0+m_1$, and hence each mass. In Lean, `simp` extracts the six equations for two mass lists with equal tensors, and `linarith` solves them for each site.

## Five directions leave two bodies indistinguishable

```lean
/-- For any at most five directions there are two bodies, with positive masses on the same six
sites, whose inertia tensors differ but whose axial moments along these directions agree. -/
theorem exists_bodies_same_moments {k : ℕ} (hk : k ≤ 5) (n : Fin k → Fin 3 → ℝ) :
    ∃ m m' : Fin 6 → ℝ, (∀ a, 0 < m a) ∧ (∀ a, 0 < m' a) ∧
      inertiaTensor m site ≠ inertiaTensor m' site ∧
      ∀ j, axialMoment (inertiaTensor m site) (n j) =
        axialMoment (inertiaTensor m' site) (n j) := by
  let W : Matrix (Fin k) (Fin 6) ℝ := Matrix.of fun j a => armSq (site a) (n j)
  -- fewer than six linear conditions on six masses leave a nonzero solution
  have hker : ∃ μ : Fin 6 → ℝ, μ ≠ 0 ∧ W.mulVecLin μ = 0 := by
    by_contra h
    have hinj : Function.Injective W.mulVecLin := by
      rw [← LinearMap.ker_eq_bot, LinearMap.ker_eq_bot']
      intro v hv
      by_contra hne
      exact h ⟨v, hne, hv⟩
    have hle := LinearMap.finrank_le_finrank_of_injective hinj
    simp only [Module.finrank_fin_fun] at hle
    omega
  obtain ⟨μ, hμ, hW⟩ := hker
  refine ⟨fun a => |μ a| + 1 + μ a, fun a => |μ a| + 1, fun a => ?_, fun a => ?_, ?_, ?_⟩
  · linarith [neg_abs_le (μ a)]
  · positivity
  · intro h
    apply hμ
    funext a
    have ha := congrFun (masses_eq_of_inertiaTensor_eq _ _ h) a
    simp only [Pi.zero_apply]
    linarith
  · intro j
    have hj : ∑ a, armSq (site a) (n j) * μ a = 0 := congrFun hW j
    rw [axialMoment_inertiaTensor, axialMoment_inertiaTensor, ← sub_eq_zero,
      ← Finset.sum_sub_distrib, ← hj]
    exact Finset.sum_congr rfl fun a _ => by ring
```

In words: given $k\le5$ directions $n_j$, there are two sets of positive masses on the six sites whose inertia tensors differ although all $k$ axial moments agree. The directions are arbitrary vectors, so unit vectors are included.

Let $W_{ja}$ be the lever-arm expression for site $a$ and direction $n_j$. A mass change $\mu$ leaves all the moments unchanged exactly when
$$\sum_{a=0}^{5}W_{ja}\,\mu_a=0\qquad\text{for every } j.$$
These are at most five homogeneous linear equations in six unknowns, so a solution $\mu\neq0$ exists. Lean argues by contradiction: if there were none, $W$ would be an injective map from a six-dimensional space to a $k$-dimensional one, which would force $6\le k$.

Some components of $\mu$ may be negative, so $\mu$ is not itself a set of masses. The two bodies are therefore
$$m_a=|\mu_a|+1+\mu_a,\qquad m'_a=|\mu_a|+1.$$
Both are positive, and they differ by $\mu$, so their moments agree. If their tensors were equal, the previous theorem would give $m=m'$ and hence $\mu=0$, which is excluded.

The bound on $k$ is sharp. For the six directions $e_i$ and $(e_i+e_j)/\sqrt2$ with $i<j$, the last theorem below shows that equal moments force equal tensors.

```lean
/-- For any five directions there are distinct symmetric positive definite tensors with the
same five axial moments. -/
theorem five_axial_moments_insufficient (n : Fin 5 → Fin 3 → ℝ) :
    ∃ A B : Matrix (Fin 3) (Fin 3) ℝ, A.IsSymm ∧ B.IsSymm ∧
      (∀ x, x ≠ 0 → 0 < axialMoment A x) ∧ (∀ x, x ≠ 0 → 0 < axialMoment B x) ∧
      A ≠ B ∧ ∀ k, axialMoment A (n k) = axialMoment B (n k) := by
  obtain ⟨m, m', hm, hm', hne, h⟩ := exists_bodies_same_moments le_rfl n
  exact ⟨_, _, inertiaTensor_isSymm m site, inertiaTensor_isSymm m' site,
    axialMoment_site_pos m hm, axialMoment_site_pos m' hm', hne, h⟩
```

This is the matrix form of the result: for any five directions there are distinct symmetric positive definite $A$ and $B$ with $n_k\cdot An_k=n_k\cdot Bn_k$ for all five. Positive definiteness is spelled out as symmetry together with $x\cdot Ax>0$ for all $x\ne0$. The proof takes the tensors of the two bodies just constructed.

The theorem says that such a pair exists for each choice of directions. It does not say that every given tensor has such a partner among real bodies.

## Six moments that fix every entry

```lean
/-- The moment along `(e_i + e_j) / √2` is half of `A i i + A i j + A j i + A j j`. -/
theorem axialMoment_diagonalAxis (A : Matrix (Fin 3) (Fin 3) ℝ) (i j : Fin 3) :
    axialMoment A (diagonalAxis i j) = (A i i + A i j + A j i + A j j) / 2 := by
  rw [axialMoment_eq]
  simp only [diagonalAxis, div_mul_div_comm,
    Real.mul_self_sqrt (show (0 : ℝ) ≤ 2 by norm_num)]
  fin_cases i <;> fin_cases j <;> simp [axis] <;> ring
```

With $n=(e_i+e_j)/\sqrt2$, each product of two components carries a factor $1/2$, so
$$n\cdot An=\tfrac12\left(A_{ii}+A_{ij}+A_{ji}+A_{jj}\right).$$
Lean replaces $\sqrt2\cdot\sqrt2$ by 2 and then checks the nine index pairs.

```lean
/-- Two symmetric tensors with equal axial moments along the three `e_i` and the three
`(e_i + e_j) / √2`, `i < j`, are equal. -/
theorem six_axial_moments_sufficient (A B : Matrix (Fin 3) (Fin 3) ℝ)
    (hA : A.IsSymm) (hB : B.IsSymm)
    (h₁ : ∀ i, axialMoment A (axis i) = axialMoment B (axis i))
    (h₂ : ∀ i j, i < j →
      axialMoment A (diagonalAxis i j) = axialMoment B (diagonalAxis i j)) : A = B := by
  have hax : ∀ (C : Matrix (Fin 3) (Fin 3) ℝ) (i : Fin 3), axialMoment C (axis i) = C i i := by
    intro C i
    rw [axialMoment_eq]
    fin_cases i <;> simp [axis]
  have hd : ∀ i, A i i = B i i := fun i => by rw [← hax A i, ← hax B i, h₁ i]
  -- the diagonal moments are subtracted to isolate the products of inertia
  have ho : ∀ i j, i < j → A i j = B i j := by
    intro i j hij
    have h := h₂ i j hij
    rw [axialMoment_diagonalAxis, axialMoment_diagonalAxis] at h
    linarith [hd i, hd j, hA.apply i j, hB.apply i j]
  ext i j
  rcases lt_trichotomy i j with hij | hij | hij
  · exact ho i j hij
  · rw [hij]
    exact hd j
  · rw [← hA.apply i j, ← hB.apply i j]
    exact ho j i hij

end

end AxialMoments
```

Let $A$ and $B$ be symmetric with equal moments along the six directions. Since $e_i\cdot Ae_i=A_{ii}$, the first three moments make the diagonals agree; these are `hax` and `hd` in the proof. For $i<j$, symmetry turns the diagonal-axis formula into
$$A_{ij}=n\cdot An-\tfrac12(A_{ii}+A_{jj}),\qquad n=\frac{e_i+e_j}{\sqrt2},$$
and likewise for $B$. The right-hand sides agree, so the off-diagonal entries above the diagonal agree, which is `ho`. Symmetry supplies those below it, and `lt_trichotomy` sorts the entries into these three cases. Positive definiteness is not needed here.

Symmetry is needed. Take
$$A=\begin{pmatrix}1&0&0\\0&1&0\\0&0&1\end{pmatrix},\qquad
B=\begin{pmatrix}1&1&0\\-1&1&0\\0&0&1\end{pmatrix}.$$
The antisymmetric part of $B$ cancels in $n\cdot Bn$, so both matrices have the moment $|n|^2$ along every direction, yet they differ.

The theorem concerns these particular six directions, and an arbitrary set of six need not work. If all six lie in the plane of $e_0$ and $e_1$, for example, no moment involves $A_{22}$.

```lean
#print axioms AxialMoments.five_axial_moments_insufficient
#print axioms AxialMoments.six_axial_moments_sufficient
```

```
'AxialMoments.five_axial_moments_insufficient' depends on axioms: [propext, Classical.choice, Quot.sound]
'AxialMoments.six_axial_moments_sufficient' depends on axioms: [propext, Classical.choice, Quot.sound]
```

## Recovering the tensor in a program

Write $M_i$ for the moment along $e_i$ and $M_{ij}$ for the moment along $(e_i+e_j)/\sqrt2$. A program that has these six numbers fills in the tensor by
$$I_{ii}=M_i,\qquad I_{ij}=I_{ji}=M_{ij}-\tfrac12(M_i+M_j).$$
With $M_0=2$, $M_1=3$ and $M_{01}=2$, for instance, the product-of-inertia entry is $I_{01}=2-2.5=-0.5$.

For other unit directions, each moment contributes one row
$$(n_0^2,\ n_1^2,\ n_2^2,\ 2n_0n_1,\ 2n_0n_2,\ 2n_1n_2)$$
to a linear system for $(I_{00},I_{11},I_{22},I_{01},I_{02},I_{12})$. The tensor is determined by the system when the matrix of these rows has rank six, which is worth checking before solving.

In a simulation of rigid bodies, modelled as classical point masses at fixed relative positions, comparing two inertia tensors about the same origin along only five axes can therefore miss a real difference between them.
